# Counting levels below an energy by downfolding a finite Hermitian block matrix

A molecule sits on a surface, and the surface states have been eliminated to leave a small energy-dependent matrix for the molecule. How many levels of the coupled system lie below an energy $E$? The small matrix alone doesn't say. For a finite model of the surface, with $E$ not one of the isolated surface's own levels, the small matrix at $E$ gives the answer together with the number of isolated-surface levels below $E$.

## Negative eigenvalues add over the eliminated sector and the downfolded matrix

Let $A$ and $D$ be the Hermitian matrices of the two sectors, $B$ their coupling, and

$$H=\begin{pmatrix}A&B\\B^\dagger&D\end{pmatrix},\qquad S=A-BD^{-1}B^\dagger ,$$

with $D$ invertible. Write $\nu(X)$ for the number of negative eigenvalues of $X$, with multiplicity. Then

$$\nu(H)=\nu(D)+\nu(S).$$

Let $N_E(X)$ be the number of eigenvalues of $X$ strictly below $E$, again with multiplicity. If $D-E$ is invertible,

$$N_E(H)=N_E(D)+\nu\big(A-E-B(D-E)^{-1}B^\dagger\big).$$

## Checking an eigensolver for missed levels

For a finite Hermitian matrix in an orthonormal basis, the difference of two such counts, at $E_1<E_2$, is the number of levels in $[E_1,E_2)$. An eigensolver working on that window can be checked against it.

## Elimination, then a comparison of signs

Set $L=\begin{pmatrix}1&0\\D^{-1}B^\dagger&1\end{pmatrix}$, which has determinant 1. Multiplying out,

$$L^\dagger\begin{pmatrix}S&0\\0&D\end{pmatrix}L=\begin{pmatrix}S&B\\0&D\end{pmatrix}L=\begin{pmatrix}S+BD^{-1}B^\dagger&B\\B^\dagger&D\end{pmatrix}=H.$$

Diagonalise $S=U\sigma U^\dagger$ and $D=V\delta V^\dagger$, and put $W=\mathrm{diag}(U^\dagger,V^\dagger)$. With $C=WL$, which is invertible, $H=C^\dagger\,\mathrm{diag}(b)\,C$, where $b$ lists the eigenvalues of $S$ and $D$.

It remains to show that $\nu(H)$ is the number of negative $b_j$. Suppose $\mathrm{diag}(a)=K^\dagger\mathrm{diag}(b)K$ for some matrix $K$. For every vector $w$,

$$\sum_i a_i|w_i|^2=\sum_j b_j|(Kw)_j|^2 .$$

Let $w$ be supported where $a_i<0$, and suppose $(Kw)_j=0$ wherever $b_j<0$. The left side is at most zero and the right side at least zero, so both vanish and $w=0$. Hence the linear map from $w$ to the components $(Kw)_j$ with $b_j<0$ is injective, and $a$ has at most as many negative entries as $b$.

Now write $H=Q\Lambda Q^\dagger$ with $Q$ unitary and $\Lambda$ diagonal. Then $\Lambda=(CQ)^\dagger\mathrm{diag}(b)\,CQ$ and $\mathrm{diag}(b)=(Q^\dagger C^{-1})^\dagger\Lambda\,Q^\dagger C^{-1}$. The comparison holds in both directions, so the counts are equal.

For the energy-resolved form, $H-E$ has blocks $A-E$, $B$, $B^\dagger$, $D-E$, and its eigenvalues are those of $H$ lowered by $E$.

## The Lean file

```lean
import Mathlib

open Matrix

namespace HaynsworthInertia

noncomputable section

variable {m n : Type*} [Fintype m] [DecidableEq m] [Fintype n] [DecidableEq n]

/-- The number of negative eigenvalues of a Hermitian matrix, counted with multiplicity. -/
def numNeg {A : Matrix n n ℂ} (hA : A.IsHermitian) : ℕ :=
  (Finset.univ.filter fun i => hA.eigenvalues i < 0).card

/-- The number of eigenvalues of a Hermitian matrix below the energy `E`, counted with
multiplicity. -/
def countBelow {A : Matrix n n ℂ} (hA : A.IsHermitian) (E : ℝ) : ℕ :=
  (Finset.univ.filter fun i => hA.eigenvalues i < E).card

/-- The Hamiltonian of two sectors `A` and `D` coupled by `B`. -/
def fullH (A : Matrix m m ℂ) (B : Matrix m n ℂ) (D : Matrix n n ℂ) :
    Matrix (m ⊕ n) (m ⊕ n) ℂ :=
  fromBlocks A B Bᴴ D

/-- The downfolded matrix `A - B D⁻¹ B†` on the first sector, for invertible `D`. -/
def downfold (A : Matrix m m ℂ) (B : Matrix m n ℂ) (D : Matrix n n ℂ) : Matrix m m ℂ :=
  A - B * D⁻¹ * Bᴴ

/-- The matrix `A - E`, with energies measured from `E`. -/
def shift (A : Matrix n n ℂ) (E : ℝ) : Matrix n n ℂ :=
  A - (E : ℂ) • (1 : Matrix n n ℂ)

omit [Fintype m] [DecidableEq m] [Fintype n] [DecidableEq n] in
/-- The coupled Hamiltonian is Hermitian when both sectors are. -/
theorem fullH_isHermitian {A : Matrix m m ℂ} {D : Matrix n n ℂ} (hA : A.IsHermitian)
    (B : Matrix m n ℂ) (hD : D.IsHermitian) : (fullH A B D).IsHermitian :=
  Matrix.IsHermitian.fromBlocks hA rfl hD

omit [Fintype m] [DecidableEq m] in
/-- The downfolded matrix is Hermitian when both sectors are. -/
theorem downfold_isHermitian {A : Matrix m m ℂ} {D : Matrix n n ℂ} (hA : A.IsHermitian)
    (B : Matrix m n ℂ) (hD : D.IsHermitian) : (downfold A B D).IsHermitian := by
  unfold Matrix.IsHermitian downfold
  rw [conjTranspose_sub, conjTranspose_mul, conjTranspose_mul, conjTranspose_conjTranspose,
    conjTranspose_nonsing_inv, hA.eq, hD.eq, Matrix.mul_assoc]

omit [Fintype n] in
/-- Shifting the zero of energy keeps a matrix Hermitian. -/
theorem shift_isHermitian {A : Matrix n n ℂ} (hA : A.IsHermitian) (E : ℝ) :
    (shift A E).IsHermitian := by
  unfold Matrix.IsHermitian shift
  rw [conjTranspose_sub, conjTranspose_smul, conjTranspose_one, hA.eq, Complex.star_def,
    Complex.conj_ofReal]

/-- A Hermitian matrix is brought to the diagonal matrix of its eigenvalues by a unitary. -/
theorem diagonalise {A : Matrix n n ℂ} (hA : A.IsHermitian) :
    ∃ U : Matrix n n ℂ, Uᴴ * U = 1 ∧ U * Uᴴ = 1 ∧
      A = U * diagonal (fun i => (hA.eigenvalues i : ℂ)) * Uᴴ := by
  have h := hA.spectral_theorem
  rw [Unitary.conjStarAlgAut_apply] at h
  have h1 : (hA.eigenvectorUnitary : Matrix n n ℂ)ᴴ * (hA.eigenvectorUnitary : Matrix n n ℂ) = 1 :=
    Unitary.coe_star_mul_self hA.eigenvectorUnitary
  exact ⟨hA.eigenvectorUnitary, h1, mul_eq_one_comm.1 h1, h⟩

/-- If `diag a = K† diag b K` for a rectangular matrix `K`, then `a` has at most as many
negative entries as `b`. -/
theorem card_neg_le (a : m → ℝ) (b : n → ℝ) (K : Matrix n m ℂ)
    (h : diagonal (fun i => (a i : ℂ)) = Kᴴ * diagonal (fun j => (b j : ℂ)) * K) :
    (Finset.univ.filter fun i => a i < 0).card ≤
      (Finset.univ.filter fun j => b j < 0).card := by
  -- the two quadratic forms agree
  have form (w : m → ℂ) : ∑ i, a i * Complex.normSq (w i) =
      ∑ j, b j * Complex.normSq ((K *ᵥ w) j) := by
    have h' : star w ⬝ᵥ (diagonal (fun i => (a i : ℂ)) *ᵥ w) =
        star (K *ᵥ w) ⬝ᵥ (diagonal (fun j => (b j : ℂ)) *ᵥ (K *ᵥ w)) := by
      rw [h, ← Matrix.mulVec_mulVec, ← Matrix.mulVec_mulVec,
        Matrix.dotProduct_mulVec (star w) Kᴴ, ← Matrix.star_mulVec]
    apply Complex.ofReal_injective
    simp only [dotProduct, Matrix.mulVec_diagonal, Pi.star_apply, Complex.star_def] at h'
    simp only [Complex.ofReal_sum, Complex.ofReal_mul, Complex.normSq_eq_conj_mul_self]
    simpa only [mul_left_comm] using h'
  -- embed the negative sector of `a`, apply `K`, keep the negative sector of `b`
  let e : ({i // a i < 0} → ℂ) →ₗ[ℂ] (m → ℂ) :=
    { toFun := fun c i => if h : a i < 0 then c ⟨i, h⟩ else 0
      map_add' := by intro c d; ext i; by_cases h : a i < 0 <;> simp [h]
      map_smul' := by intro r c; ext i; by_cases h : a i < 0 <;> simp [h] }
  have he (c : {i // a i < 0} → ℂ) (i : m) :
      e c i = if h : a i < 0 then c ⟨i, h⟩ else 0 := rfl
  let f : ({i // a i < 0} → ℂ) →ₗ[ℂ] ({j // b j < 0} → ℂ) :=
    LinearMap.funLeft ℂ ℂ Subtype.val ∘ₗ K.mulVecLin ∘ₗ e
  have hinj : Function.Injective f := by
    refine (injective_iff_map_eq_zero f).2 fun c hc => ?_
    have hz (j : n) (hj : b j < 0) : (K *ᵥ e c) j = 0 := congrFun hc ⟨j, hj⟩
    have hpos : 0 ≤ ∑ j, b j * Complex.normSq ((K *ᵥ e c) j) := by
      refine Finset.sum_nonneg fun j _ => ?_
      rcases lt_or_ge (b j) 0 with hj | hj
      · simp [hz j hj]
      · exact mul_nonneg hj (Complex.normSq_nonneg _)
    rw [← form] at hpos
    have hle : ∀ i ∈ Finset.univ, a i * Complex.normSq (e c i) ≤ 0 := by
      intro i _
      by_cases hi : a i < 0
      · exact mul_nonpos_of_nonpos_of_nonneg hi.le (Complex.normSq_nonneg _)
      · simp [he, hi]
    have hzero := (Finset.sum_eq_zero_iff_of_nonpos hle).1
      (le_antisymm (Finset.sum_nonpos hle) hpos)
    ext i
    rcases mul_eq_zero.1 (hzero i.1 (Finset.mem_univ _)) with h0 | h0
    · exact absurd h0 i.2.ne
    · simpa [he, i.2] using Complex.normSq_eq_zero.1 h0
  have hfin := LinearMap.finrank_le_finrank_of_injective hinj
  simpa only [Module.finrank_fintype_fun_eq_card, Fintype.card_subtype] using hfin

/-- The negative part of the law of inertia: if `A = C† diag b C` with `C` invertible, the number of
negative eigenvalues of `A` is the number of negative entries of `b`. -/
theorem numNeg_eq_of_congruence {A : Matrix n n ℂ} (hA : A.IsHermitian) (b : n → ℝ)
    {C : Matrix n n ℂ} (hC : IsUnit C)
    (h : A = Cᴴ * diagonal (fun i => (b i : ℂ)) * C) :
    numNeg hA = (Finset.univ.filter fun i => b i < 0).card := by
  obtain ⟨U, h1, _, h3⟩ := diagonalise hA
  obtain ⟨C', hC'⟩ := hC.exists_right_inv
  apply le_antisymm
  · apply card_neg_le _ _ (C * U)
    calc diagonal (fun i => (hA.eigenvalues i : ℂ))
        = (Uᴴ * U) * diagonal (fun i => (hA.eigenvalues i : ℂ)) * (Uᴴ * U) := by
          rw [h1, Matrix.one_mul, Matrix.mul_one]
      _ = Uᴴ * (U * diagonal (fun i => (hA.eigenvalues i : ℂ)) * Uᴴ) * U := by
          simp only [Matrix.mul_assoc]
      _ = Uᴴ * (Cᴴ * diagonal (fun i => (b i : ℂ)) * C) * U := by rw [← h3, ← h]
      _ = (C * U)ᴴ * diagonal (fun i => (b i : ℂ)) * (C * U) := by
          simp only [conjTranspose_mul, Matrix.mul_assoc]
  · apply card_neg_le _ _ (Uᴴ * C')
    calc diagonal (fun i => (b i : ℂ))
        = (C * C')ᴴ * diagonal (fun i => (b i : ℂ)) * (C * C') := by
          rw [hC', conjTranspose_one, Matrix.one_mul, Matrix.mul_one]
      _ = C'ᴴ * (Cᴴ * diagonal (fun i => (b i : ℂ)) * C) * C' := by
          simp only [conjTranspose_mul, Matrix.mul_assoc]
      _ = C'ᴴ * (U * diagonal (fun i => (hA.eigenvalues i : ℂ)) * Uᴴ) * C' := by
          rw [← h, ← h3]
      _ = (Uᴴ * C')ᴴ * diagonal (fun i => (hA.eigenvalues i : ℂ)) * (Uᴴ * C') := by
          simp only [conjTranspose_mul, conjTranspose_conjTranspose, Matrix.mul_assoc]

/-- Eliminating the second sector decouples the Hamiltonian, by congruence, into the
downfolded matrix and `D`. -/
theorem fullH_factorisation (A : Matrix m m ℂ) (B : Matrix m n ℂ) {D : Matrix n n ℂ}
    (hD : D.IsHermitian) (hu : IsUnit D.det) :
    fullH A B D = (fromBlocks 1 0 (D⁻¹ * Bᴴ) 1)ᴴ * fromBlocks (downfold A B D) 0 0 D *
      fromBlocks 1 0 (D⁻¹ * Bᴴ) 1 := by
  have hi : (D⁻¹)ᴴ = D⁻¹ := by rw [conjTranspose_nonsing_inv, hD.eq]
  have h12 : B * D⁻¹ * D = B := by
    rw [Matrix.mul_assoc, Matrix.nonsing_inv_mul _ hu, Matrix.mul_one]
  have h21 : D * (D⁻¹ * Bᴴ) = Bᴴ := by
    rw [← Matrix.mul_assoc, Matrix.mul_nonsing_inv _ hu, Matrix.one_mul]
  have h11 : downfold A B D + B * (D⁻¹ * Bᴴ) = A := by
    rw [downfold, ← Matrix.mul_assoc, sub_add_cancel]
  simp only [fullH, fromBlocks_conjTranspose, fromBlocks_multiply, conjTranspose_one,
    conjTranspose_zero, conjTranspose_mul, conjTranspose_conjTranspose, hi, Matrix.mul_zero,
    Matrix.zero_mul, Matrix.mul_one, Matrix.one_mul, add_zero, zero_add, h12, h21, h11]

/-- The negative part of Haynsworth inertia additivity: for invertible `D`, the coupled Hamiltonian
has as many negative eigenvalues as `D` and the downfolded matrix together, with multiplicity. -/
theorem haynsworth {A : Matrix m m ℂ} {D : Matrix n n ℂ} (hA : A.IsHermitian)
    (B : Matrix m n ℂ) (hD : D.IsHermitian) (hu : IsUnit D.det) :
    numNeg (fullH_isHermitian hA B hD) =
      numNeg hD + numNeg (downfold_isHermitian hA B hD) := by
  have hS := downfold_isHermitian hA B hD
  obtain ⟨U, hU, hU', hSU⟩ := diagonalise hS
  obtain ⟨V, hV, hV', hDV⟩ := diagonalise hD
  let L : Matrix (m ⊕ n) (m ⊕ n) ℂ := fromBlocks 1 0 (D⁻¹ * Bᴴ) 1
  let W : Matrix (m ⊕ n) (m ⊕ n) ℂ := fromBlocks Uᴴ 0 0 Vᴴ
  have hL : IsUnit L := (Matrix.isUnit_iff_isUnit_det _).2 (by
    simp [L])
  have hW1 : W * fromBlocks U 0 0 V = 1 := by simp [W, fromBlocks_multiply, hU, hV]
  have hW : IsUnit W := ⟨⟨W, fromBlocks U 0 0 V, hW1, mul_eq_one_comm.1 hW1⟩, rfl⟩
  -- both blocks are diagonalised at once
  have hd : diagonal (fun i => ((Sum.elim hS.eigenvalues hD.eigenvalues i : ℝ) : ℂ)) =
      fromBlocks (diagonal fun i => (hS.eigenvalues i : ℂ)) 0 0
        (diagonal fun i => (hD.eigenvalues i : ℂ)) := by
    rw [fromBlocks_diagonal]
    congr 1
    ext i
    cases i <;> rfl
  have hblock : fromBlocks (downfold A B D) 0 0 D =
      Wᴴ * diagonal (fun i => ((Sum.elim hS.eigenvalues hD.eigenvalues i : ℝ) : ℂ)) * W := by
    rw [hd]
    simp only [W, fromBlocks_conjTranspose, fromBlocks_multiply, conjTranspose_zero,
      conjTranspose_conjTranspose, Matrix.mul_zero, Matrix.zero_mul, add_zero, zero_add,
      ← hSU, ← hDV]
  have hfull : fullH A B D = (W * L)ᴴ *
      diagonal (fun i => ((Sum.elim hS.eigenvalues hD.eigenvalues i : ℝ) : ℂ)) * (W * L) := by
    rw [fullH_factorisation A B hD hu, hblock]
    simp only [L, conjTranspose_mul, Matrix.mul_assoc]
  rw [numNeg_eq_of_congruence _ _ (hW.mul hL) hfull, add_comm]
  simp only [numNeg, Finset.card_filter, Fintype.sum_sum_type, Sum.elim_inl, Sum.elim_inr]
  rfl

/-- The levels of a Hermitian matrix `X` below `E` are as many as the negative eigenvalues
of `X - E`. -/
theorem countBelow_eq_numNeg_shift {X : Matrix n n ℂ} (hX : X.IsHermitian) (E : ℝ) :
    countBelow hX E = numNeg (shift_isHermitian hX E) := by
  obtain ⟨U, h1, h2, h3⟩ := diagonalise hX
  have hd : diagonal (fun i => ((hX.eigenvalues i - E : ℝ) : ℂ)) =
      diagonal (fun i => (hX.eigenvalues i : ℂ)) - (E : ℂ) • (1 : Matrix n n ℂ) := by
    ext i j
    by_cases hij : i = j
    · subst hij; simp
    · simp [hij]
  have hc : shift X E =
      (Uᴴ)ᴴ * diagonal (fun i => ((hX.eigenvalues i - E : ℝ) : ℂ)) * Uᴴ := by
    rw [hd, conjTranspose_conjTranspose, Matrix.mul_sub, Matrix.sub_mul, ← h3,
      Matrix.mul_smul, Matrix.smul_mul, Matrix.mul_one, h2, shift]
  rw [numNeg_eq_of_congruence _ _ ⟨⟨Uᴴ, U, h1, h2⟩, rfl⟩ hc]
  simp only [countBelow, sub_neg]

/-- Level counting by downfolding: if `D - E` is invertible, the levels of the coupled
Hamiltonian below `E` number those of `D` below `E` plus the negative eigenvalues of
`A - E - B (D - E)⁻¹ B†`. -/
theorem countBelow_fullH {A : Matrix m m ℂ} {D : Matrix n n ℂ} (hA : A.IsHermitian)
    (B : Matrix m n ℂ) (hD : D.IsHermitian) (E : ℝ) (hu : IsUnit (shift D E).det) :
    countBelow (fullH_isHermitian hA B hD) E = countBelow hD E +
      numNeg (downfold_isHermitian (shift_isHermitian hA E) B (shift_isHermitian hD E)) := by
  -- shifting the coupled Hamiltonian shifts both sectors and leaves the coupling alone
  have hs : fullH (shift A E) B (shift D E) = shift (fullH A B D) E := by
    ext i j
    rcases i with i | i <;> rcases j with j | j <;> simp [shift, fullH, Matrix.one_apply]
  have key : ∀ (Y : Matrix (m ⊕ n) (m ⊕ n) ℂ) (hY : Y.IsHermitian),
      Y = shift (fullH A B D) E →
        countBelow (fullH_isHermitian hA B hD) E = numNeg hY := by
    rintro Y hY rfl
    exact countBelow_eq_numNeg_shift _ E
  rw [key _ (fullH_isHermitian (shift_isHermitian hA E) B (shift_isHermitian hD E)) hs,
    haynsworth (shift_isHermitian hA E) B (shift_isHermitian hD E) hu,
    countBelow_eq_numNeg_shift hD E]

end

end HaynsworthInertia
```

```lean
#print axioms HaynsworthInertia.countBelow_fullH
```

```
'HaynsworthInertia.countBelow_fullH' depends on axioms: [propext, Classical.choice, Quot.sound]
```

## How the code follows the algebra

`card_neg_le` is the sign comparison: `form` equates the quadratic forms, `f` is the injective map, and comparing dimensions gives the inequality. The two `calc` blocks of `numNeg_eq_of_congruence` are the two directions. `fullH_factorisation` multiplies out the blocks; `haynsworth` joins the two eigenvalue lists with `Sum.elim` and splits the count again. `countBelow_eq_numNeg_shift` and `countBelow_fullH` carry out the shift.

## Scope of the level count

The types `m` and `n` label the basis states of the sectors, and `fullH` acts on `m ⊕ n`. Mathlib's `eigenvalues` are indexed by the basis, so `numNeg` and `countBelow` include multiplicity. Hermiticity is assumed for $A$ and $D$ and proved for $H$ and $S$. The hypothesis `IsUnit (shift D E).det` says that $E$ is not a level of the isolated second sector; it may be a level of $H$.

Inertia comprises the numbers of positive, negative and zero eigenvalues; `haynsworth` treats the negative ones. Overlap matrices, infinite baths and rounding errors, which can flip the sign of an eigenvalue near zero, are not treated.

Invertibility matters already for $A=D=0$, $B=1$. Here $H$ has eigenvalues $\pm1$, hence one negative, while $D$ has none. Mathlib sets the inverse of a singular matrix to zero, so `downfold` returns $0$ and the sum is $0$, not $1$.

Another definition of $\nu(X)$ is the largest dimension of a subspace on which $w^\dagger Xw<0$ for all $w\neq0$. Invariance under $X\mapsto C^\dagger XC$ with $C$ invertible would then be almost immediate, but the link to eigenvalues would need its own proof.
